# The squared norm of a unit state plus a multiple of its orthogonal first-order correction

In a real inner product space, let the unit vector y₀ and a vector y₁ orthogonal to it satisfy the zeroth- and first-order perturbation equations for linear maps H₀ and V, with energies E₀ and E₁. The theorem says that for every real t the trial vector y₀ + t y₁ has squared norm 1 + t²‖y₁‖². The trial vector is therefore not normalised in general, and an expectation value in it must be divided by this quantity. The proof writes the squared norm as an inner product of the vector with itself, expands it, removes the cross terms by orthogonality, and leaves the remaining algebra to `ring`.

The failing Lean file:

```lean
import Mathlib

namespace TrialNormSq

noncomputable section

variable {F : Type*} [NormedAddCommGroup F] [InnerProductSpace ℝ F]

/-- A unit vector `y₀` and a correction `y₁` orthogonal to it solve the zeroth- and
first-order perturbation equations with energies `E₀` and `E₁`. -/
structure FirstOrderSolution (H₀ V : F →ₗ[ℝ] F) (E₀ E₁ : ℝ) (y₀ y₁ : F) : Prop where
  unit : ‖y₀‖ = 1
  orth : inner ℝ y₀ y₁ = 0
  zeroth : H₀ y₀ = E₀ • y₀
  first : H₀ y₁ + V y₀ = E₀ • y₁ + E₁ • y₀

variable {H₀ V : F →ₗ[ℝ] F} {E₀ E₁ : ℝ} {y₀ y₁ : F}

/-- For a first-order solution, the squared norm of `y₀ + t y₁` is `1 + t² ‖y₁‖²`. -/
theorem trial_norm_sq (h : FirstOrderSolution H₀ V E₀ E₁ y₀ y₁) (t : ℝ) :
    ‖y₀ + t • y₁‖ ^ 2 = 1 + t ^ 2 * ‖y₁‖ ^ 2 := by
  have h10 : inner ℝ y₁ y₀ = 0 := by rw [real_inner_comm]; exact h.orth
  rw [← real_inner_self_eq_norm_sq (y₀ + t • y₁)]
  simp only [inner_add_left, inner_add_right, real_inner_smul_left, real_inner_smul_right,
    h.orth, h10, real_inner_self_eq_norm_sq, h.unit]
  ring

end

end TrialNormSq
```

Lean reports:

```
Try this:
  [apply] ring_nf
  
  The `ring` tactic failed to close the goal. Use `ring_nf` to obtain a normal form.
    
  Note that `ring` works primarily in *commutative* rings. If you have a noncommutative ring, abelian group or module, consider using `noncomm_ring`, `abel` or `module` instead.
Main.lean:21:48: error: unsolved goals
F : Type u_1
inst✝¹ : NormedAddCommGroup F
inst✝ : InnerProductSpace ℝ F
H₀ V : F →ₗ[ℝ] F
E₀ E₁ : ℝ
y₀ y₁ : F
h : FirstOrderSolution H₀ V E₀ E₁ y₀ y₁
t : ℝ
h10 : inner ℝ y₁ y₀ = 0
⊢ 1 + ‖t • y₁‖ ^ 2 = 1 + t ^ 2 * ‖y₁‖ ^ 2
```

Cause. The error is the unsolved goal, in which the left side has `‖t • y₁‖ ^ 2` where the right side has `t ^ 2 * ‖y₁‖ ^ 2`. After the expansion, the inner product of `t • y₁` with itself fits two kinds of lemma in the `simp only` list: the `real_inner_smul` lemmas, which would take `t` out, and `real_inner_self_eq_norm_sq`, which turns the whole into a squared norm. The goal shows that the second was used. The scalar was then inside a norm, and nothing in the list could take it out. `ring` cannot either, since it treats `‖t • y₁‖` as an atom; hence the message that it failed to close the goal.

The repair adds the missing steps to the list. `norm_smul` splits the norm into `‖t‖ * ‖y₁‖`, `mul_pow` squares each factor, `Real.norm_eq_abs` turns `‖t‖` into `|t|`, and `sq_abs` replaces `|t| ^ 2` by `t ^ 2`. Both sides then contain the same term, and `ring` closes the goal.

The mended proof, as a diff:

```diff
@@ -23,5 +23,6 @@
   rw [← real_inner_self_eq_norm_sq (y₀ + t • y₁)]
   simp only [inner_add_left, inner_add_right, real_inner_smul_left, real_inner_smul_right,
-    h.orth, h10, real_inner_self_eq_norm_sq, h.unit]
+    h.orth, h10, real_inner_self_eq_norm_sq, h.unit, norm_smul, mul_pow,
+    Real.norm_eq_abs, sq_abs]
   ring
 
```
